# Klein and Luttinger–Ward functionals of positive definite matrices agree exactly at the Dyson equation

## One orbital

Let \(g>0\) be a one-by-one Green's function, \(a\) the inverse non-interacting one, and \(\varphi(g)\) an interaction functional with self-energy \(s=\varphi'\). Assume \(b=a-s(g)>0\), and define

\[
K=\ln g-ag+1+\varphi,\qquad L=-\ln b-sg+\varphi .
\]

Then \(K'=1/g-b\) and \(L'=(1/b-g)s'\), so both derivatives vanish at the Dyson equation \(bg=1\). The difference is

\[
L-K=bg-1-\ln(bg)\ge 0,
\]

with equality only at \(bg=1\).

## Matrices and their physical meaning

Now \(G\) is a real positive definite \(n\times n\) matrix, \(A\) stands for the inverse non-interacting Green's function, and \(S(G)\) is the self-energy. With \(B=A-S(G)\), the functionals are

\[
K=\ln\det G-\operatorname{tr}(AG)+n+\Phi,\qquad
L=-\ln\det B-\operatorname{tr}(SG)+\Phi .
\]

Functionals of this form give total energies from approximate Green's functions in GW theory; the results here concern finite, real, frequency-independent matrices. Physical Green's functions are generally complex and frequency-dependent, and energies carry further prefactors, so the inequality does not order GW total energies.

## What the theorems state

The index type `n` is finite, and `klein` and `luttingerWard` are \(K\) and \(L\). The hypotheses are:

- `G.PosDef` and `(A - S G).PosDef`, which include symmetry. The second is assumed, not derived; it says that the inverse dressed by the self-energy stays positive.
- `IsSelfEnergyAt`: the derivative of \(\Phi\) along each symmetric \(H\) is \(\operatorname{tr}(S(G)H)\). No diagrammatic form of \(\Phi\) is assumed.
- `HasResponseAt`: `D H` is the first-order change of \(S\) along \(H\).

`IsStationaryAt` means that the derivative exists and is zero along every symmetric direction; it does not assert an extremum.

Under these hypotheses, `klein_luttingerWard` states that \(K\) is stationary exactly when \(BG=1\), that \(L\) is stationary whenever \(BG=1\), and that \(L-K\) is given by the matrix version of the gap above, nonnegative and zero exactly when \(BG=1\).

The converse for \(L\), `luttingerWard_stationary_iff`, also requires `hD`: every symmetric matrix is the response to some symmetric variation. Physically, the self-energy must be able to react in every direction. If \(\Phi=0\) and \(S=0\), then \(L\) is constant and stationary at every \(G\).

## Variations and the gap

Jacobi's formula \((\det M)'=\operatorname{tr}(\operatorname{adj}(M)M')\) gives \((\ln\det M)'=\operatorname{tr}(M^{-1}M')\). Hence

\[
\delta K=\operatorname{tr}(G^{-1}H)-\operatorname{tr}(AH)+\operatorname{tr}(SH)
=\operatorname{tr}\big((G^{-1}-B)H\big).
\]

For \(L\), \(\delta B=-\delta S\), so

\[
\begin{aligned}
\delta L&=\operatorname{tr}(B^{-1}\delta S)-\operatorname{tr}(\delta S\,G)-\operatorname{tr}(SH)+\operatorname{tr}(SH)\\
&=\operatorname{tr}\big((B^{-1}-G)\delta S\big).
\end{aligned}
\]

Both vanish if \(BG=1\). Conversely, if \(K\) is stationary, choose \(H=X=G^{-1}-B\). Then \(0=\operatorname{tr}X^2=\sum_{ij}X_{ij}^2\), so \(X=0\). For \(L\), the hypothesis `hD` supplies an \(H\) with \(\delta S=B^{-1}-G\), and the same argument applies.

Subtracting the functionals cancels \(\Phi\):

\[
L-K=\operatorname{tr}\big((A-S)G\big)-n-\ln\det B-\ln\det G
=\operatorname{tr}(BG)-n-\ln\det(BG).
\]

The product \(BG\) need not be symmetric. Diagonalise \(G=U\operatorname{diag}(d)U^T\) and set \(R=U\operatorname{diag}(\sqrt{d})\), so \(G=RR^T\). The positive definite matrix \(M=R^TBR\) has the same trace and determinant as \(BG\). With eigenvalues \(m_i>0\) of \(M\),

\[
L-K=\sum_i(m_i-1-\ln m_i)\ge0 .
\]

Equality forces every \(m_i=1\), hence \(R^TBR=1\). Then \(R\) is the inverse of \(R^TB\), so \(RR^TB=GB=1\) and \(BG=1\).

## The Lean file

```lean
import Mathlib

open Matrix

namespace KleinLuttingerWard

noncomputable section

variable {n : Type*} [Fintype n] [DecidableEq n]

/-- The Klein functional `ln det G - tr(AG) + n + Φ[G]`. -/
def klein (A : Matrix n n ℝ) (Φ : Matrix n n ℝ → ℝ) (G : Matrix n n ℝ) : ℝ :=
  Real.log G.det - trace (A * G) + (Fintype.card n : ℝ) + Φ G

/-- The Luttinger-Ward functional `-ln det(A - S[G]) - tr(S[G] G) + Φ[G]`. -/
def luttingerWard (A : Matrix n n ℝ) (S : Matrix n n ℝ → Matrix n n ℝ)
    (Φ : Matrix n n ℝ → ℝ) (G : Matrix n n ℝ) : ℝ :=
  -Real.log (A - S G).det - trace (S G * G) + Φ G

/-- The self-energy `S[G]` is the gradient of `Φ` at `G` along symmetric variations. -/
def IsSelfEnergyAt (Φ : Matrix n n ℝ → ℝ) (S : Matrix n n ℝ → Matrix n n ℝ)
    (G : Matrix n n ℝ) : Prop :=
  ∀ H : Matrix n n ℝ, H.IsSymm →
    HasDerivAt (fun t : ℝ => Φ (G + t • H)) (trace (S G * H)) 0

/-- `D H` is the first-order change of the self-energy under a symmetric variation `H` of `G`. -/
def HasResponseAt (S : Matrix n n ℝ → Matrix n n ℝ) (D : Matrix n n ℝ → Matrix n n ℝ)
    (G : Matrix n n ℝ) : Prop :=
  ∀ H : Matrix n n ℝ, H.IsSymm → ∀ i j,
    HasDerivAt (fun t : ℝ => S (G + t • H) i j) (D H i j) 0

/-- The first variation of `F` at `G` vanishes along every symmetric direction. -/
def IsStationaryAt (F : Matrix n n ℝ → ℝ) (G : Matrix n n ℝ) : Prop :=
  ∀ H : Matrix n n ℝ, H.IsSymm → HasDerivAt (fun t : ℝ => F (G + t • H)) 0 0

/-- The derivative of `ln det M(t)` is `tr(M⁻¹ M')` wherever `M` is invertible. -/
theorem hasDerivAt_log_det {M : ℝ → Matrix n n ℝ} {M' : Matrix n n ℝ} {t : ℝ}
    (h : ∀ i j, HasDerivAt (fun s => M s i j) (M' i j) t) (h0 : (M t).det ≠ 0) :
    HasDerivAt (fun s => Real.log (M s).det) (trace ((M t)⁻¹ * M')) t := by
  -- differentiate the permutation expansion of the determinant
  have h1 : HasDerivAt (fun s => ∑ σ : Equiv.Perm n,
      ((Equiv.Perm.sign σ : ℤ) : ℝ) * ∏ i, M s (σ i) i)
      (∑ σ : Equiv.Perm n, ((Equiv.Perm.sign σ : ℤ) : ℝ) *
        ∑ i, (∏ j ∈ Finset.univ.erase i, M t (σ j) j) • M' (σ i) i) t :=
    HasDerivAt.fun_sum fun σ _ =>
      (HasDerivAt.fun_finsetProd fun i _ => h (σ i) i).const_mul _
  -- recognise the adjugate through Cramer's rule
  have e : ∀ i, ((M t).adjugate * M') i i = ((M t).updateCol i (fun k => M' k i)).det := by
    intro i
    rw [← cramer_apply, cramer_eq_adjugate_mulVec]
    rfl
  have h2 : (∑ σ : Equiv.Perm n, ((Equiv.Perm.sign σ : ℤ) : ℝ) *
        ∑ i, (∏ j ∈ Finset.univ.erase i, M t (σ j) j) • M' (σ i) i)
      = trace ((M t).adjugate * M') := by
    simp only [trace, diag_apply, e, det_apply']
    rw [Finset.sum_comm]
    refine Finset.sum_congr rfl fun σ _ => ?_
    rw [Finset.mul_sum]
    refine Finset.sum_congr rfl fun i _ => ?_
    have e2 : ∏ j, (M t).updateCol i (fun k => M' k i) (σ j) j
        = M' (σ i) i * ∏ j ∈ Finset.univ.erase i, M t (σ j) j := by
      rw [← Finset.mul_prod_erase Finset.univ _ (Finset.mem_univ i)]
      congr 1
      · simp
      · exact Finset.prod_congr rfl fun j hj => by simp [Finset.ne_of_mem_erase hj]
    rw [e2, smul_eq_mul]
    ring
  have h3 : HasDerivAt (fun s => (M s).det) (trace ((M t).adjugate * M')) t := by
    rw [← h2]
    simpa only [det_apply'] using h1
  refine (h3.log h0).congr_deriv ?_
  rw [Matrix.inv_def, Ring.inverse_eq_inv', Matrix.smul_mul, Matrix.trace_smul, smul_eq_mul,
    div_eq_inv_mul]

omit [Fintype n] [DecidableEq n] in
private lemma line (G H : Matrix n n ℝ) (i j : n) :
    HasDerivAt (fun t : ℝ => (G + t • H) i j) (H i j) 0 := by
  have h := ((hasDerivAt_id' (0 : ℝ)).mul_const (H i j)).const_add (G i j)
  exact h.congr_deriv (one_mul _)

/-- The first variation of the Klein functional is `tr((G⁻¹ - (A - S)) H)`. -/
theorem klein_hasDerivAt {A G H : Matrix n n ℝ} {Φ : Matrix n n ℝ → ℝ}
    {S : Matrix n n ℝ → Matrix n n ℝ} (hG : G.PosDef) (hΦ : IsSelfEnergyAt Φ S G)
    (hH : H.IsSymm) :
    HasDerivAt (fun t : ℝ => klein A Φ (G + t • H)) (trace ((G⁻¹ - (A - S G)) * H)) 0 := by
  have h1 := hasDerivAt_log_det (M := fun t : ℝ => G + t • H) (t := 0) (line G H)
    (by simpa using hG.det_pos.ne')
  simp only [zero_smul, add_zero] at h1
  have h2 : HasDerivAt (fun t : ℝ => trace (A * (G + t • H))) (trace (A * H)) 0 := by
    have h := ((hasDerivAt_id' (0 : ℝ)).mul_const (trace (A * H))).const_add (trace (A * G))
    simpa [mul_add, Matrix.trace_add, Matrix.trace_smul] using h
  refine (((h1.fun_sub h2).add_const (Fintype.card n : ℝ)).fun_add (hΦ H hH)).congr_deriv ?_
  simp only [sub_mul, Matrix.trace_sub]
  ring

/-- The first variation of the Luttinger-Ward functional is `tr(((A - S)⁻¹ - G) δS)`. -/
theorem luttingerWard_hasDerivAt {A G H : Matrix n n ℝ} {Φ : Matrix n n ℝ → ℝ}
    {S D : Matrix n n ℝ → Matrix n n ℝ} (hB : (A - S G).PosDef) (hΦ : IsSelfEnergyAt Φ S G)
    (hS : HasResponseAt S D G) (hH : H.IsSymm) :
    HasDerivAt (fun t : ℝ => luttingerWard A S Φ (G + t • H))
      (trace (((A - S G)⁻¹ - G) * D H)) 0 := by
  have h1 := hasDerivAt_log_det (M := fun t : ℝ => A - S (G + t • H)) (M' := -D H) (t := 0)
    (fun i j => (hS H hH i j).const_sub (A i j)) (by simpa using hB.det_pos.ne')
  simp only [zero_smul, add_zero] at h1
  have h2 : HasDerivAt (fun t : ℝ => trace (S (G + t • H) * (G + t • H)))
      (trace (D H * G) + trace (S G * H)) 0 := by
    have h := HasDerivAt.fun_sum fun (i : n) (_ : i ∈ Finset.univ) =>
      HasDerivAt.fun_sum fun (j : n) (_ : j ∈ Finset.univ) =>
        (hS H hH i j).fun_mul (line G H j i)
    simp only [trace, diag_apply, mul_apply]
    refine h.congr_deriv ?_
    simp only [zero_smul, add_zero, Finset.sum_add_distrib]
  -- the explicit variation of `G` cancels against that of `Φ`
  refine ((h1.fun_neg.fun_sub h2).fun_add (hΦ H hH)).congr_deriv ?_
  rw [sub_mul, Matrix.trace_sub, mul_neg, Matrix.trace_neg, Matrix.trace_mul_comm (D H) G]
  ring

omit [DecidableEq n] in
private lemma eq_zero_of_trace {X : Matrix n n ℝ} (hX : X.IsSymm) (h : trace (X * X) = 0) :
    X = 0 := by
  have h1 : ∑ i, ∑ j, X i j ^ 2 = 0 := by
    rw [← h]
    simp only [trace, diag_apply, mul_apply]
    refine Finset.sum_congr rfl fun i _ => Finset.sum_congr rfl fun j _ => ?_
    rw [hX.apply i j, sq]
  ext i j
  have h2 := (Finset.sum_eq_zero_iff_of_nonneg
    (fun i _ => Finset.sum_nonneg fun j _ => sq_nonneg (X i j))).1 h1 i (Finset.mem_univ i)
  have h3 := (Finset.sum_eq_zero_iff_of_nonneg
    (fun j _ => sq_nonneg (X i j))).1 h2 j (Finset.mem_univ j)
  simpa using h3

omit [Fintype n] [DecidableEq n] in
private lemma symm_of_posDef {G : Matrix n n ℝ} (hG : G.PosDef) : G.IsSymm := by
  have h := hG.isHermitian.eq
  rwa [conjTranspose_eq_transpose_of_trivial] at h

private lemma symm_inv {G : Matrix n n ℝ} (hG : G.PosDef) : (G⁻¹).IsSymm := by
  have h : Gᵀ = G := symm_of_posDef hG
  change (G⁻¹)ᵀ = G⁻¹
  rw [transpose_nonsing_inv, h]

private lemma spectral {M : Matrix n n ℝ} (hM : M.PosDef) :
    ∃ (U : Matrix n n ℝ) (d : n → ℝ), (∀ i, 0 < d i) ∧ U * Uᵀ = 1 ∧
      M = U * diagonal d * Uᵀ := by
  have hH := hM.isHermitian
  have hU := mem_unitaryGroup_iff.1 hH.eigenvectorUnitary.2
  rw [star_eq_conjTranspose, conjTranspose_eq_transpose_of_trivial] at hU
  refine ⟨hH.eigenvectorUnitary, hH.eigenvalues, hM.eigenvalues_pos, hU, ?_⟩
  have h : M * (hH.eigenvectorUnitary : Matrix n n ℝ)
      = (hH.eigenvectorUnitary : Matrix n n ℝ) * diagonal hH.eigenvalues := by
    ext i j
    have h := congrFun (hH.mulVec_eigenvectorBasis j) i
    rw [mul_diagonal, mul_apply]
    simp only [IsHermitian.eigenvectorUnitary_apply]
    simpa [mulVec, dotProduct, mul_comm] using h
  rw [← h, mul_assoc, hU, mul_one]

private lemma log_det_aux {M : Matrix n n ℝ} (hM : M.PosDef) :
    0 ≤ trace M - Fintype.card n - Real.log M.det ∧
      (trace M - Fintype.card n - Real.log M.det = 0 → M = 1) := by
  obtain ⟨U, d, hd, hU, rfl⟩ := spectral hM
  have ht : trace (U * diagonal d * Uᵀ) = ∑ i, d i := by
    rw [Matrix.trace_mul_comm, ← mul_assoc, mul_eq_one_comm.1 hU, one_mul, trace_diagonal]
  have hdet : (U * diagonal d * Uᵀ).det = ∏ i, d i := by
    have h := congrArg det hU
    rw [det_mul, det_one] at h
    rw [det_mul, det_mul, det_diagonal]
    linear_combination (∏ i, d i) * h
  have hs : trace (U * diagonal d * Uᵀ) - Fintype.card n - Real.log (U * diagonal d * Uᵀ).det
      = ∑ i, (d i - 1 - Real.log (d i)) := by
    rw [ht, hdet, Real.log_prod (fun i _ => (hd i).ne')]
    simp [Finset.sum_sub_distrib]
  have hp : ∀ i ∈ Finset.univ, 0 ≤ d i - 1 - Real.log (d i) := fun i _ => by
    linarith [Real.log_le_sub_one_of_pos (hd i)]
  rw [hs]
  refine ⟨Finset.sum_nonneg hp, fun h => ?_⟩
  have h1 : d = fun _ => 1 := by
    funext i
    by_contra hne
    have h2 := (Finset.sum_eq_zero_iff_of_nonneg hp).1 h i (Finset.mem_univ i)
    linarith [Real.log_lt_sub_one_of_pos (hd i) hne]
  rw [h1, diagonal_one, mul_one, hU]

/-- For positive definite `B` and `G`, `tr(BG) - n - ln det(BG)` is nonnegative and vanishes
exactly when `BG = 1`. -/
theorem trace_sub_log_det {B G : Matrix n n ℝ} (hB : B.PosDef) (hG : G.PosDef) :
    0 ≤ trace (B * G) - Fintype.card n - Real.log (B * G).det ∧
      (trace (B * G) - Fintype.card n - Real.log (B * G).det = 0 ↔ B * G = 1) := by
  -- factor `G = R Rᵀ` and pass to the symmetric matrix `Rᵀ B R`
  obtain ⟨R, hR⟩ : ∃ R : Matrix n n ℝ, G = R * Rᵀ := by
    obtain ⟨U, d, hd, -, h⟩ := spectral hG
    refine ⟨U * diagonal (fun i => √(d i)), ?_⟩
    have hsq : diagonal (fun i => √(d i)) * diagonal (fun i => √(d i)) = diagonal d := by
      rw [diagonal_mul_diagonal]
      congr 1
      funext i
      exact Real.mul_self_sqrt (hd i).le
    rw [h, transpose_mul, diagonal_transpose, ← hsq]
    simp only [mul_assoc]
  have hdet : R.det ≠ 0 := by
    intro h
    have h1 := hG.det_pos
    rw [hR, det_mul, h, zero_mul] at h1
    exact lt_irrefl _ h1
  have hM : (Rᵀ * B * R).PosDef := by
    have h := hB.conjTranspose_mul_mul_same (B := R)
      (mulVec_injective_iff_isUnit.2 ((isUnit_iff_isUnit_det R).2 hdet.isUnit))
    rwa [conjTranspose_eq_transpose_of_trivial] at h
  have ht : trace (Rᵀ * B * R) = trace (B * G) := by
    rw [hR, mul_assoc, Matrix.trace_mul_comm, mul_assoc]
  have hd : (Rᵀ * B * R).det = (B * G).det := by
    rw [hR]
    simp only [det_mul]
    ring
  have h := log_det_aux hM
  rw [ht, hd] at h
  refine ⟨h.1, fun h0 => ?_, fun h1 => by simp [h1]⟩
  have h2 := mul_eq_one_comm.1 (h.2 h0)
  rw [← mul_assoc, ← hR] at h2
  exact mul_eq_one_comm.1 h2

/-- If the response of the self-energy reaches every symmetric matrix, the Luttinger-Ward
functional is stationary exactly at solutions of the Dyson equation `(A - S[G]) G = 1`. -/
theorem luttingerWard_stationary_iff {A G : Matrix n n ℝ} {Φ : Matrix n n ℝ → ℝ}
    {S D : Matrix n n ℝ → Matrix n n ℝ} (hG : G.PosDef) (hB : (A - S G).PosDef)
    (hΦ : IsSelfEnergyAt Φ S G) (hS : HasResponseAt S D G)
    (hD : ∀ X : Matrix n n ℝ, X.IsSymm → ∃ H : Matrix n n ℝ, H.IsSymm ∧ D H = X) :
    IsStationaryAt (luttingerWard A S Φ) G ↔ (A - S G) * G = 1 := by
  constructor
  · intro h
    have hX := (symm_inv hB).sub (symm_of_posDef hG)
    obtain ⟨H, hH, hDH⟩ := hD _ hX
    have h1 := (luttingerWard_hasDerivAt hB hΦ hS hH).unique (h H hH)
    rw [hDH] at h1
    have h2 : (A - S G)⁻¹ = G := sub_eq_zero.1 (eq_zero_of_trace hX h1)
    have h3 := mul_nonsing_inv (A - S G) hB.det_pos.ne'.isUnit
    rwa [h2] at h3
  · intro h H hH
    refine (luttingerWard_hasDerivAt hB hΦ hS hH).congr_deriv ?_
    rw [inv_eq_right_inv h, sub_self, zero_mul, Matrix.trace_zero]

/-- The Klein functional is stationary exactly at solutions of the Dyson equation, where the
Luttinger-Ward functional is stationary too; the latter lies above the former by
`tr(BG) - n - ln det(BG)` with `B = A - S[G]`, and they agree only at such solutions. -/
theorem klein_luttingerWard {A G : Matrix n n ℝ} {Φ : Matrix n n ℝ → ℝ}
    {S D : Matrix n n ℝ → Matrix n n ℝ} (hG : G.PosDef) (hB : (A - S G).PosDef)
    (hΦ : IsSelfEnergyAt Φ S G) (hS : HasResponseAt S D G) :
    (IsStationaryAt (klein A Φ) G ↔ (A - S G) * G = 1) ∧
    ((A - S G) * G = 1 → IsStationaryAt (luttingerWard A S Φ) G) ∧
    luttingerWard A S Φ G - klein A Φ G
      = trace ((A - S G) * G) - Fintype.card n - Real.log ((A - S G) * G).det ∧
    klein A Φ G ≤ luttingerWard A S Φ G ∧
    (luttingerWard A S Φ G = klein A Φ G ↔ (A - S G) * G = 1) := by
  have hgap : luttingerWard A S Φ G - klein A Φ G
      = trace ((A - S G) * G) - Fintype.card n - Real.log ((A - S G) * G).det := by
    rw [det_mul, Real.log_mul hB.det_pos.ne' hG.det_pos.ne', sub_mul, Matrix.trace_sub]
    unfold luttingerWard klein
    ring
  have hpos := trace_sub_log_det hB hG
  rw [← hgap] at hpos
  refine ⟨⟨fun h => ?_, fun h H hH => ?_⟩, fun h H hH => ?_, hgap, sub_nonneg.1 hpos.1,
    sub_eq_zero.symm.trans hpos.2⟩
  · -- vary `G` along the residual of the Dyson equation
    have hX := (symm_inv hG).sub (symm_of_posDef hB)
    have h1 := (klein_hasDerivAt hG hΦ hX).unique (h _ hX)
    rw [← sub_eq_zero.1 (eq_zero_of_trace hX h1)]
    exact nonsing_inv_mul _ hG.det_pos.ne'.isUnit
  · refine (klein_hasDerivAt hG hΦ hH).congr_deriv ?_
    rw [inv_eq_left_inv h, sub_self, zero_mul, Matrix.trace_zero]
  · refine (luttingerWard_hasDerivAt hB hΦ hS hH).congr_deriv ?_
    rw [inv_eq_right_inv h, sub_self, zero_mul, Matrix.trace_zero]

/-- The functional `Φ = (c/2) tr G²` with `c ≠ 0` has self-energy `cG` and response `cH`, which
reaches every symmetric matrix; for `A = (c+1)1` and `G = 1`, both `G` and `A - S[G]` are
positive definite. -/
theorem quadratic_witness (c : ℝ) (hc : c ≠ 0) :
    (∀ G : Matrix n n ℝ,
      IsSelfEnergyAt (fun X => c / 2 * trace (X * X)) (fun X => c • X) G ∧
      HasResponseAt (fun X => c • X) (fun H => c • H) G) ∧
    (∀ X : Matrix n n ℝ, X.IsSymm → ∃ H : Matrix n n ℝ, H.IsSymm ∧ c • H = X) ∧
    (1 : Matrix n n ℝ).PosDef ∧
    ((c + 1) • (1 : Matrix n n ℝ) - c • (1 : Matrix n n ℝ)).PosDef := by
  refine ⟨fun G => ⟨fun H _ => ?_, fun H _ i j => (line G H i j).const_mul c⟩,
    fun X hX => ⟨c⁻¹ • X, hX.smul _, smul_inv_smul₀ hc X⟩, Matrix.PosDef.one, ?_⟩
  · have e : (fun t : ℝ => c / 2 * trace ((G + t • H) * (G + t • H)))
        = fun t : ℝ => (c / 2 * trace (G * G) + t * (c * trace (G * H)))
          + t ^ 2 * (c / 2 * trace (H * H)) := by
      funext t
      simp only [add_mul, mul_add, smul_mul_assoc, mul_smul_comm, Matrix.trace_add,
        Matrix.trace_smul, smul_eq_mul, Matrix.trace_mul_comm H G]
      ring
    change HasDerivAt (fun t : ℝ => c / 2 * trace ((G + t • H) * (G + t • H))) _ 0
    rw [e]
    refine ((((hasDerivAt_id' (0 : ℝ)).mul_const (c * trace (G * H))).const_add
      (c / 2 * trace (G * G))).fun_add
      (((hasDerivAt_id' (0 : ℝ)).fun_pow 2).mul_const (c / 2 * trace (H * H)))).congr_deriv ?_
    simp [Matrix.trace_smul]
  · have e : (c + 1) • (1 : Matrix n n ℝ) - c • (1 : Matrix n n ℝ) = 1 := by module
    rw [e]
    exact Matrix.PosDef.one

end

end KleinLuttingerWard
```

```lean
#print axioms KleinLuttingerWard.luttingerWard_stationary_iff
-- 'KleinLuttingerWard.luttingerWard_stationary_iff' depends on axioms: [propext, Classical.choice, Quot.sound]
#print axioms KleinLuttingerWard.klein_luttingerWard
-- 'KleinLuttingerWard.klein_luttingerWard' depends on axioms: [propext, Classical.choice, Quot.sound]
```

## How the proof follows the calculation

`hasDerivAt_log_det` differentiates the permutation expansion of the determinant and identifies the adjugate through Cramer's rule. With `line`, the derivative of \(G+tH\) entry by entry, it yields the two first variations, `klein_hasDerivAt` and `luttingerWard_hasDerivAt`.

For the converses, `symm_of_posDef` and `symm_inv` make the residuals symmetric. Uniqueness of derivatives (`unique`) equates the computed variation with zero, and `eq_zero_of_trace` performs the sum-of-squares step.

`spectral` supplies the diagonalisation, `log_det_aux` proves the eigenvalue inequality, and `trace_sub_log_det` transfers it to \(BG\) through \(R\). The main theorem combines this with the algebraic identity `hgap`.

`quadratic_witness` gives an example: \(\Phi=\frac c2\operatorname{tr}G^2\), \(c\ne0\), has \(S=cG\) and response \(cH\), which reaches every symmetric matrix. At \(A=(c+1)1\) and \(G=1\), \(B=1\).

## Evaluating the gap numerically

In a matrix code for this model, a Cholesky factor \(G=RR^T\) gives \(\ln\det G=2\sum_i\ln R_{ii}\). The same factor gives \(R^TBR\), whose eigenvalues \(m_i\) yield the gap \(\sum_i(m_i-1-\ln m_i)\) and all equal 1 exactly when the input \(G\) solves the Dyson equation.

## Taking the self-energy from a C² functional

If \(\Phi\) were assumed C² and \(S\) defined as its symmetric gradient, \(D\) would be the Hessian, a linear map on symmetric matrices, and `hD` would say that it is invertible. The file asks for less smoothness but carries \(S\) and \(D\) as separate data.
